# Qubit relaxation with fixed axes and a maximally mixed fixed point: the Choi matrix stays positive semidefinite exactly when no decay rate exceeds the sum of the other two

To simulate a qubit whose Bloch components x, y, z decay at measured rates a, b, c, one can convert these rates into jump rates for a master equation:

γx = (b + c − a)/4, γy = (c + a − b)/4, γz = (a + b − c)/4.

A solver that uses √γx σx as a jump operator needs γx ≥ 0, and likewise for y and z. These three signs are the triangle inequalities a ≤ b + c, b ≤ c + a, c ≤ a + b. The result below says that they hold exactly when the relaxation map has a positive semidefinite Choi matrix at every time t ≥ 0.

The setting is a single qubit without Hamiltonian, with fixed decay axes and the maximally mixed state as a stationary state, as for a bath at infinite temperature. Reading a positive semidefinite Choi matrix as complete positivity, that is, as physical behaviour even when the qubit is entangled with something else, uses Choi's theorem, which is taken here from the textbooks.

## Scaling the Bloch vector

```lean
import Mathlib

open Matrix
open scoped ComplexOrder ComplexConjugate

namespace AnisotropicRelaxation

noncomputable section

/-- Complex 2 by 2 matrices, the operators of a qubit. -/
abbrev Op := Matrix (Fin 2) (Fin 2) ℂ
```

`Op` is the type of all complex 2 by 2 matrices. Density matrices are among them, but neither unit trace nor Hermiticity is required. Rows and columns are numbered 0 and 1.

```lean
/-- The Pauli matrix along x. -/
def σx : Op := !![0, 1; 1, 0]

/-- The Pauli matrix along y. -/
def σy : Op := !![0, -Complex.I; Complex.I, 0]

/-- The Pauli matrix along z. -/
def σz : Op := !![1, 0; 0, -1]
```

These are the usual Pauli matrices, with `Complex.I` for the imaginary unit i.

```lean
/-- The qubit map that keeps the trace and multiplies the Bloch coordinates
x, y, z by the real factors p, q, r. -/
def blochScaling (p q r : ℝ) (X : Op) : Op :=
  (1 / 2 : ℂ) • (X.trace • (1 : Op) + ((p : ℂ) * (σx * X).trace) • σx
    + ((q : ℂ) * (σy * X).trace) • σy + ((r : ℂ) * (σz * X).trace) • σz)
```

In ordinary notation, for real factors p, q, r,

F(X) = ½ [ tr(X) 1 + p tr(σx X) σx + q tr(σy X) σy + r tr(σz X) σz ].

For a density matrix the numbers tr(σk X) are the Bloch coordinates. The sign `•` multiplies a matrix by a number.

```lean
/-- Relaxation for a time t with rates a, b, c along x, y, z. -/
def relaxation (a b c t : ℝ) : Op → Op :=
  blochScaling (Real.exp (-a * t)) (Real.exp (-b * t)) (Real.exp (-c * t))
```

Relaxation for a time t sets p = exp(−at), q = exp(−bt), r = exp(−ct). The rates may be any real numbers; nothing makes them positive in advance.

```lean
/-- The Choi matrix of a qubit map F: its blocks are the images under F of the matrix units. -/
def choi (F : Op → Op) : Matrix (Fin 2 × Fin 2) (Fin 2 × Fin 2) ℂ :=
  Matrix.of fun i j => F (Matrix.single i.1 j.1 1) i.2 j.2
```

Write E_ij for the matrix with a single 1 in row i, column j. The Choi matrix C has pairs as indices:

C[(i,k),(j,l)] = F(E_ij)_kl.

For the linear, trace-preserving maps used here its trace is 2, and half of it is the matrix obtained when F acts on one member of a pair in the maximally entangled state (|00⟩ + |11⟩)/√2.

```lean
/-- The Bloch scaling map in matrix entries: populations mix through r,
coherences through p and q. -/
theorem blochScaling_eq (p q r : ℝ) (X : Op) : blochScaling p q r X =
    !![(1 + r) / 2 * X 0 0 + (1 - r) / 2 * X 1 1, (p + q) / 2 * X 0 1 + (p - q) / 2 * X 1 0;
       (p - q) / 2 * X 0 1 + (p + q) / 2 * X 1 0, (1 - r) / 2 * X 0 0 + (1 + r) / 2 * X 1 1] := by
  ext i j
  -- expand products and traces before inserting the Pauli entries
  simp only [blochScaling, Matrix.smul_apply, Matrix.add_apply, Matrix.trace_fin_two,
    Matrix.mul_apply, Fin.sum_univ_two]
  fin_cases i <;> fin_cases j <;>
    simp [σx, σy, σz] <;>
    ring_nf <;> simp only [Complex.I_sq] <;> ring
```

By hand, the three traces are

tr(σx X) = X01 + X10, tr(σy X) = i(X01 − X10), tr(σz X) = X00 − X11.

Inserting them, the upper row of F(X) is

F00 = ½[X00 + X11 + r(X00 − X11)]
F01 = ½[p(X01 + X10) + q(X01 − X10)],

and the lower row follows in the same way. Lean treats the four entries separately (`fin_cases`), replaces i² by −1 and lets `ring` finish the algebra.

```lean
/-- The map preserves the trace, multiplies the three Bloch coordinates by p, q, r,
and fixes the identity. -/
theorem blochScaling_coordinates (p q r : ℝ) (X : Op) :
    (blochScaling p q r X).trace = X.trace ∧
    (σx * blochScaling p q r X).trace = p * (σx * X).trace ∧
    (σy * blochScaling p q r X).trace = q * (σy * X).trace ∧
    (σz * blochScaling p q r X).trace = r * (σz * X).trace ∧
    blochScaling p q r 1 = 1 := by
  simp only [blochScaling_eq]
  refine ⟨?_, ?_, ?_, ?_, ?_⟩
  iterate 4
    · simp only [Matrix.trace_fin_two, Matrix.mul_apply, Fin.sum_univ_two, σx, σy, σz,
        Matrix.of_apply, Matrix.cons_val_zero, Matrix.cons_val_one, Matrix.cons_val']
      ring
  · ext i j
    fin_cases i <;> fin_cases j <;> simp <;> ring
```

Adding and subtracting the entries just found gives

F00 + F11 = X00 + X11
F01 + F10 = p(X01 + X10)
i(F01 − F10) = q · i(X01 − X10)
F00 − F11 = r(X00 − X11).

So the trace is kept and each Bloch coordinate is multiplied by its own factor. Setting X = 1 gives F(1) = 1, which is the meaning of "unital".

## Four weights on the Bell vectors

```lean
/-- The quadratic form of the Choi matrix of a Bloch scaling map is a combination of four squared
moduli, one for each Bell direction, with real weights that may be negative. -/
theorem choi_quadratic (p q r : ℝ) (x : Fin 2 × Fin 2 → ℂ) :
    star x ⬝ᵥ (choi (blochScaling p q r) *ᵥ x) =
      (((1 + p + q + r) / 4 * Complex.normSq (x (0, 0) + x (1, 1))
        + (1 + p - q - r) / 4 * Complex.normSq (x (0, 1) + x (1, 0))
        + (1 + q - r - p) / 4 * Complex.normSq (x (0, 1) - x (1, 0))
        + (1 + r - p - q) / 4 * Complex.normSq (x (0, 0) - x (1, 1)) : ℝ) : ℂ) := by
  have hn : ∀ z : ℂ, ((Complex.normSq z : ℝ) : ℂ) = z * conj z :=
    fun z => (Complex.mul_conj z).symm
  push_cast
  simp only [hn, map_add, map_sub]
  simp [dotProduct, Matrix.mulVec, Fintype.sum_prod_type, Fin.sum_univ_two, choi,
    blochScaling_eq, Matrix.single_apply]
  ring
```

The left side is ⟨x|C|x⟩ for a vector x with four components. Reading the entries of C from the images of the E_ij gives

⟨x|C|x⟩ = (1+r)/2 (|x00|² + |x11|²) + (p+q) Re(x00* x11)
 + (1−r)/2 (|x01|² + |x10|²) + (p−q) Re(x01* x10).

Now use, for complex u and v,

|u|² + |v|² = ½(|u+v|² + |u−v|²)
2 Re(u* v) = ½(|u+v|² − |u−v|²).

Collecting terms produces the four squares in the statement. `Complex.normSq z` is |z|²; the proof writes it as z times its conjugate, expands both sides and compares them.

```lean
/-- The Choi matrix of a Bloch scaling map is positive semidefinite exactly when
four linear inequalities hold between the scaling factors. -/
theorem choi_posSemidef_iff (p q r : ℝ) :
    (choi (blochScaling p q r)).PosSemidef ↔
      0 ≤ 1 + p + q + r ∧ q + r ≤ 1 + p ∧ r + p ≤ 1 + q ∧ p + q ≤ 1 + r := by
  rw [Matrix.posSemidef_iff_dotProduct_mulVec]
  constructor
  · rintro ⟨-, h⟩
    -- test the quadratic form on the four Bell directions
    have h0 := h (fun i => (!![1, 0; 0, 1] : Op) i.1 i.2)
    have h1 := h (fun i => (!![0, 1; 1, 0] : Op) i.1 i.2)
    have h2 := h (fun i => (!![0, 1; -1, 0] : Op) i.1 i.2)
    have h3 := h (fun i => (!![1, 0; 0, -1] : Op) i.1 i.2)
    rw [choi_quadratic, Complex.zero_le_real] at h0 h1 h2 h3
    norm_num [Complex.normSq_apply] at h0 h1 h2 h3
    refine ⟨?_, ?_, ?_, ?_⟩ <;> linarith
  · rintro ⟨h0, h1, h2, h3⟩
    refine ⟨?_, fun x => ?_⟩
    · ext ⟨i, k⟩ ⟨j, l⟩
      fin_cases i <;> fin_cases k <;> fin_cases j <;> fin_cases l <;>
        simp [choi, blochScaling_eq, Matrix.single_apply]
    · rw [choi_quadratic, Complex.zero_le_real]
      have e1 : 0 ≤ 1 + p - q - r := by linarith
      have e2 : 0 ≤ 1 + q - r - p := by linarith
      have e3 : 0 ≤ 1 + r - p - q := by linarith
      have n := Complex.normSq_nonneg
      exact add_nonneg (add_nonneg (add_nonneg
        (mul_nonneg (by linarith) (n _)) (mul_nonneg (by linarith) (n _)))
        (mul_nonneg (by linarith) (n _))) (mul_nonneg (by linarith) (n _))
```

`PosSemidef` means that C is Hermitian and that ⟨x|C|x⟩ ≥ 0 for every x.

For the forward direction, choose x along each of the four Bell vectors, so that a single square survives. Lean uses the unnormalised vectors, of squared length 2. With normalised ones the four values are

(1+p+q+r)/2, (1+p−q−r)/2, (1+q−r−p)/2, (1+r−p−q)/2,

and all must be nonnegative. Conversely, if they are, every term in the sum of squares is nonnegative. Hermiticity is checked entry by entry.

Take a = 3, b = c = 1 and t = 0.1. Then p ≈ 0.741 and q = r ≈ 0.905, so the second value is about (1.741 − 1.810)/2 ≈ −0.034. Every nonzero Bloch vector shrinks, so the qubit alone shows nothing wrong, yet the Choi matrix is not positive semidefinite. The rates violate a ≤ b + c, since 3 > 2.

## From decay factors to rates

```lean
/-- An exponential decay with rate k has derivative -k times itself. -/
theorem hasDerivAt_decay (k t : ℝ) :
    HasDerivAt (fun s => Real.exp (-k * s)) (-k * Real.exp (-k * t)) t :=
  (((hasDerivAt_id' t).const_mul (-k)).exp).congr_deriv (by ring)
```

This is the derivative d/dt exp(−kt) = −k exp(−kt). `HasDerivAt f m t` says that f has derivative m at t.

```lean
/-- If exp(-bt) + exp(-ct) never exceeds 1 + exp(-at) for t ≥ 0, then a ≤ b + c. -/
theorem rate_le_of_decay {a b c : ℝ}
    (h : ∀ t : ℝ, 0 ≤ t → Real.exp (-b * t) + Real.exp (-c * t) ≤ 1 + Real.exp (-a * t)) :
    a ≤ b + c := by
  -- exp(-at) - exp(-bt) - exp(-ct) is smallest at t = 0 among t ≥ 0,
  -- so its initial slope cannot be negative
  have hd := (((hasDerivAt_decay a 0).fun_sub (hasDerivAt_decay b 0)).fun_sub
    (hasDerivAt_decay c 0)).tendsto_slope_zero_right
  have h0 := ge_of_tendsto (b := (0 : ℝ)) hd (by
    filter_upwards [self_mem_nhdsWithin] with t ht
    have ht' : 0 < t := ht
    have := h t ht'.le
    rw [smul_eq_mul]
    refine mul_nonneg (inv_nonneg.2 ht'.le) ?_
    simp only [zero_add, mul_zero, Real.exp_zero]
    linarith)
  simp only [mul_zero, Real.exp_zero, mul_one] at h0
  linarith
```

Suppose exp(−bt) + exp(−ct) ≤ 1 + exp(−at) for all t ≥ 0. Put

f(t) = exp(−at) − exp(−bt) − exp(−ct).

Then f(0) = −1, and the assumption says f(t) ≥ f(0). Hence [f(t) − f(0)]/t ≥ 0 for t > 0, and the limit t → 0 from the right gives

f′(0) = −a + b + c ≥ 0.

In Lean, `tendsto_slope_zero_right` supplies the limit of the quotient and `ge_of_tendsto` carries the inequality over to it.

```lean
/-- For nonnegative b, c and t, the bound a ≤ b + c gives
exp(-bt) + exp(-ct) ≤ 1 + exp(-at). -/
theorem decay_le_of_rate {a b c t : ℝ} (hb : 0 ≤ b) (hc : 0 ≤ c) (ht : 0 ≤ t)
    (h : a ≤ b + c) : Real.exp (-b * t) + Real.exp (-c * t) ≤ 1 + Real.exp (-a * t) := by
  have h1 : Real.exp (-b * t) * Real.exp (-c * t) ≤ Real.exp (-a * t) := by
    rw [← Real.exp_add]
    exact Real.exp_le_exp.2 (by nlinarith [mul_le_mul_of_nonneg_right h ht])
  have h2 : Real.exp (-b * t) ≤ 1 := Real.exp_le_one_iff.2 (by nlinarith [mul_nonneg hb ht])
  have h3 : Real.exp (-c * t) ≤ 1 := Real.exp_le_one_iff.2 (by nlinarith [mul_nonneg hc ht])
  nlinarith [mul_nonneg (sub_nonneg.2 h2) (sub_nonneg.2 h3)]
```

For the converse, let b, c, t ≥ 0 and a ≤ b + c. Both exp(−bt) and exp(−ct) are at most 1, so

(1 − exp(−bt))(1 − exp(−ct)) ≥ 0.

Multiplying out,

exp(−bt) + exp(−ct) ≤ 1 + exp(−(b+c)t) ≤ 1 + exp(−at).

The facts `h1`, `h2` and `h3` are the bound on the product and the two bounds by 1; the last `nlinarith` combines them.

```lean
/-- Relaxation with real rates a, b, c has a positive semidefinite Choi matrix at all times
t ≥ 0 if and only if no rate exceeds the sum of the other two. -/
theorem relaxation_choi_posSemidef_iff (a b c : ℝ) :
    (∀ t : ℝ, 0 ≤ t → (choi (relaxation a b c t)).PosSemidef) ↔
      a ≤ b + c ∧ b ≤ c + a ∧ c ≤ a + b := by
  simp only [relaxation, choi_posSemidef_iff]
  constructor
  · intro h
    exact ⟨rate_le_of_decay fun t ht => (h t ht).2.1,
      rate_le_of_decay fun t ht => (h t ht).2.2.1,
      rate_le_of_decay fun t ht => (h t ht).2.2.2⟩
  · rintro ⟨h1, h2, h3⟩ t ht
    -- the triangle inequalities make every rate nonnegative
    have ha : 0 ≤ a := by linarith
    have hb : 0 ≤ b := by linarith
    have hc : 0 ≤ c := by linarith
    exact ⟨by positivity, decay_le_of_rate hb hc ht h1, decay_le_of_rate hc ha ht h2,
      decay_le_of_rate ha hb ht h3⟩
```

This is the main theorem. The symbol `∀ t` covers all times, and `↔` is "if and only if".

From left to right, the criterion for p, q, r gives three exponential inequalities at each t ≥ 0, and the slope argument turns each into a triangle inequality. From right to left, adding b ≤ c + a and c ≤ a + b gives 0 ≤ 2a, and similarly b, c ≥ 0. The preceding lemma then applies three times with the letters permuted. The remaining condition, 1 + p + q + r ≥ 0, is automatic because exponentials are positive.

When two rates are equal, a = b = 1/T₂ and c = 1/T₁, the condition c ≤ a + b is the familiar bound T₂ ≤ 2T₁.

## The jump rates behind the inequalities

```lean
/-- Entry by entry, relaxation solves the master equation with Pauli jump operators and
coefficients (b + c - a)/4, (c + a - b)/4 and (a + b - c)/4. -/
theorem relaxation_master_equation (a b c t : ℝ) (X : Op) (i j : Fin 2) :
    HasDerivAt (fun s => relaxation a b c s X i j)
      ((((b + c - a) / 4 : ℂ) • (σx * relaxation a b c t X * σx - relaxation a b c t X)
        + ((c + a - b) / 4 : ℂ) • (σy * relaxation a b c t X * σy - relaxation a b c t X)
        + ((a + b - c) / 4 : ℂ) • (σz * relaxation a b c t X * σz - relaxation a b c t X))
          i j) t := by
  have hA := ((hasDerivAt_decay a t).ofReal_comp.mul_const (σx * X).trace).mul_const (σx i j)
  have hB := ((hasDerivAt_decay b t).ofReal_comp.mul_const (σy * X).trace).mul_const (σy i j)
  have hC := ((hasDerivAt_decay c t).ofReal_comp.mul_const (σz * X).trace).mul_const (σz i j)
  have h := (((hA.const_add (X.trace * (1 : Op) i j)).fun_add hB).fun_add hC).const_mul (1 / 2 : ℂ)
  refine HasDerivAt.congr_deriv
    (h : HasDerivAt (fun s => relaxation a b c s X i j) _ t) ?_
  -- write both sides through the entries of X and of the Pauli matrices
  simp only [relaxation, blochScaling_eq, Matrix.smul_apply, Matrix.add_apply, Matrix.sub_apply,
    Matrix.trace_fin_two, Matrix.mul_apply, Fin.sum_univ_two]
  generalize Real.exp (-a * t) = p
  generalize Real.exp (-b * t) = q
  generalize Real.exp (-c * t) = r
  fin_cases i <;> fin_cases j <;>
    simp [σx, σy, σz] <;>
    ring_nf <;> simp only [Complex.I_sq] <;> ring

end

end AnisotropicRelaxation
```

With ρ(t) for the relaxed matrix, the theorem states, entry by entry,

dρ/dt = γx(σx ρ σx − ρ) + γy(σy ρ σy − ρ) + γz(σz ρ σz − ρ),

with the γ's of the opening. To see it by hand, note that conjugation by σx keeps the x coordinate and reverses y and z. The σx term therefore contributes 0 to the decay rate of x and 2γx to those of y and z. Doing the same for the other two terms gives

a = 2(γy + γz), b = 2(γz + γx), c = 2(γx + γy),

and solving for the γ's returns the coefficients. The part of ρ proportional to the identity contributes nothing to either side.

Lean differentiates the three exponentials in the definition, then renames them p, q, r with `generalize`, so that only matrix algebra is left. The equation holds for all real rates, including those that make some γ negative.

In a quantum-trajectory simulation of this single-qubit model, rates a = 3, b = 4, c = 5 in inverse microseconds give γx = 1.5, γy = 1 and γz = 0.5. In a short step dt the state vector is then hit by σx, σy or σz with probabilities 1.5 dt, 1 dt and 0.5 dt, with dt in microseconds, and is otherwise left alone. For the earlier rates 3, 1, 1 one finds γx = −1/4, which cannot serve as a jump probability per unit time.

```lean
#print axioms AnisotropicRelaxation.blochScaling_coordinates
-- 'AnisotropicRelaxation.blochScaling_coordinates' depends on axioms: [propext, Classical.choice, Quot.sound]
#print axioms AnisotropicRelaxation.relaxation_choi_posSemidef_iff
-- 'AnisotropicRelaxation.relaxation_choi_posSemidef_iff' depends on axioms: [propext, Classical.choice, Quot.sound]
#print axioms AnisotropicRelaxation.relaxation_master_equation
-- 'AnisotropicRelaxation.relaxation_master_equation' depends on axioms: [propext, Classical.choice, Quot.sound]
```
